# The optimal exponent and energy of helium with both electrons in one s-type Gaussian

Put both electrons of helium in the same normalized Gaussian orbital, proportional to $e^{-ar^2}$ with exponent $a>0$, where $r$ is the distance from the nucleus. In atomic units, with the nucleus fixed and relativistic terms neglected, the expectation value of the energy is

$$E(a)=3a-c\sqrt{a/\pi},\qquad c=8\sqrt2-2 .$$

Among all $a>0$ it has a unique minimum at $a=c^2/(36\pi)$, which lies between 0.766 and 0.768. The minimal energy $-c^2/(12\pi)$ lies between $-2.302$ and $-2.300$ hartree. This is exponent optimization in a Gaussian basis, restricted to one primitive and one variational parameter.

```lean
import Mathlib

open Real Set MeasureTheory Filter Topology

namespace GaussianHelium

noncomputable section
```

## The orbital and its energy functionals

The orbital is real and depends only on the distance $r$ from the nucleus:

$$\psi_a(r)=\left(\frac{2a}{\pi}\right)^{3/4}e^{-ar^2}.$$

In Lean it is a function of two real numbers, the exponent and the radius. Lengths are in bohr, so $a$ is in inverse square bohr.

```lean
/-- The s-type primitive Gaussian with exponent `a`, as a function of the radius. -/
def gaussian (a r : ℝ) : ℝ := (2 * a / π) ^ (3 / 4 : ℝ) * Real.exp (-a * r ^ 2)
```

For a spherical function, the integral over space becomes a radial integral with weight $4\pi r^2$. The set `Ioi 0` is the open half-line $r>0$. The squared norm is

$$\int_0^\infty 4\pi r^2\,\psi(r)^2\,dr .$$

```lean
/-- The squared norm of a spherical orbital. -/
def normSquared (ψ : ℝ → ℝ) : ℝ := ∫ r in Ioi (0 : ℝ), 4 * π * r ^ 2 * ψ r ^ 2
```

The gradient of a spherical function has magnitude $|\psi'(r)|$, so the kinetic energy in its squared-gradient form is

$$T=\frac12\int_0^\infty 4\pi r^2\,\psi'(r)^2\,dr .$$

```lean
/-- The kinetic energy of a spherical orbital, in atomic units: half the integral of the
squared gradient. -/
def kinetic (ψ : ℝ → ℝ) : ℝ :=
  1 / 2 * ∫ r in Ioi (0 : ℝ), 4 * π * r ^ 2 * deriv ψ r ^ 2
```

The two Coulomb terms share one building block, the magnitude of the potential at the nucleus due to the part of one electron's charge outside radius $s$:

$$V(s)=\int_s^\infty 4\pi r^2\,\frac{\psi(r)^2}{r}\,dr .$$

```lean
/-- The integral over space of the density divided by the distance from the nucleus, outside the
sphere of radius `s`. -/
def outerPotential (ψ : ℝ → ℝ) (s : ℝ) : ℝ :=
  ∫ r in Ioi s, 4 * π * r ^ 2 * (ψ r ^ 2 / r)
```

For a normalized orbital, its value at $s=0$ is the mean inverse radius $\langle 1/r\rangle$.

```lean
/-- The mean inverse distance from the nucleus, for a normalized orbital. -/
def meanInverseRadius (ψ : ℝ → ℝ) : ℝ := outerPotential ψ 0
```

For electrons at radii $r$ and $s$, averaging $1/r_{12}$ over the angles gives $1/\max(r,s)$, because a uniform spherical shell acts outside itself like a point charge and produces a constant potential inside. The pairs with $r>s$ and those with $r<s$ contribute equally, hence

$$J=2\int_0^\infty 4\pi s^2\,\psi(s)^2\,V(s)\,ds .$$

The angular average enters through this definition; the file does not derive it from the six-dimensional integral.

```lean
/-- The Coulomb repulsion of two electrons in the same spherical orbital: the angular average
of the inverse distance is the inverse of the larger radius, and the two orderings of the
radii contribute equally. -/
def repulsion (ψ : ℝ → ℝ) : ℝ :=
  2 * ∫ s in Ioi (0 : ℝ), 4 * π * s ^ 2 * ψ s ^ 2 * outerPotential ψ s
```

With opposite spins in one spatial orbital there is no exchange term. Two kinetic energies, two attractions to a nucleus of charge 2 and one repulsion give

$$E=2T-2\cdot 2\langle 1/r\rangle+J .$$

This is the energy expectation value for a normalized $\psi$, with a fixed point nucleus and no relativistic terms.

```lean
/-- The energy of helium (nuclear charge 2) with both electrons in the normalized orbital `ψ`. -/
def heliumEnergy (ψ : ℝ → ℝ) : ℝ :=
  2 * kinetic ψ - 2 * (2 * meanInverseRadius ψ) + repulsion ψ
```

Two constants are named for later use: the Coulomb coefficient $c$,

```lean
/-- The constant `c = 8√2 - 2`. -/
def coulombCoeff : ℝ := 8 * √2 - 2
```

and the candidate exponent $c^2/(36\pi)$.

```lean
/-- The exponent `c² / (36π)`. -/
def optimalExponent : ℝ := coulombCoeff ^ 2 / (36 * π)
```

## Gaussian moments and the outer potential

For $b>0$ and $q>-1$, the substitution $t=br^2$ turns the moments into Gamma functions:

$$\int_0^\infty r^q e^{-br^2}dr=\tfrac12\,b^{-(q+1)/2}\,\Gamma\!\left(\tfrac{q+1}{2}\right).$$

From $\Gamma(\tfrac12)=\sqrt\pi$ and $\Gamma(x+1)=x\Gamma(x)$ one gets $\Gamma(\tfrac32)=\sqrt\pi/2$ and $\Gamma(\tfrac52)=3\sqrt\pi/4$. The second and fourth moments are therefore

$$\frac{\sqrt\pi}{4b^{3/2}},\qquad \frac{3\sqrt\pi}{8b^{5/2}} .$$

The proof takes the general formula from Mathlib, computes the two Gamma values as `g3` and `g5`, and writes the half-integer powers with square roots, so $b^{3/2}$ appears as `b * √b`.

```lean
/-- The second and fourth radial moments of a Gaussian. -/
theorem gaussian_moments {b : ℝ} (hb : 0 < b) :
    (∫ r in Ioi (0 : ℝ), r ^ 2 * Real.exp (-b * r ^ 2)) = √π / (4 * (b * √b)) ∧
    (∫ r in Ioi (0 : ℝ), r ^ 4 * Real.exp (-b * r ^ 2)) = 3 * √π / (8 * (b ^ 2 * √b)) := by
  have hs : 0 < √b := Real.sqrt_pos.mpr hb
  have g3 : Real.Gamma (3 / 2) = √π / 2 := by
    rw [show (3 / 2 : ℝ) = 1 / 2 + 1 by norm_num, Real.Gamma_add_one (by norm_num),
      Real.Gamma_one_half_eq]
    ring
  have g5 : Real.Gamma (5 / 2) = 3 * √π / 4 := by
    rw [show (5 / 2 : ℝ) = 3 / 2 + 1 by norm_num, Real.Gamma_add_one (by norm_num), g3]
    ring
  constructor
  · have h := integral_rpow_mul_exp_neg_mul_rpow (p := 2) (q := 2) (b := b)
      (by norm_num) (by norm_num) hb
    simp only [Real.rpow_ofNat] at h
    have e : b ^ (-(2 + 1) / 2 : ℝ) = (b * √b)⁻¹ := by
      rw [show (-(2 + 1) / 2 : ℝ) = -(1 + 1 / 2) by norm_num, Real.rpow_neg hb.le,
        Real.rpow_add hb, Real.rpow_one, Real.sqrt_eq_rpow]
    rw [h, e, show ((2 + 1) / 2 : ℝ) = 3 / 2 by norm_num, g3]
    ring
  · have h := integral_rpow_mul_exp_neg_mul_rpow (p := 2) (q := 4) (b := b)
      (by norm_num) (by norm_num) hb
    simp only [Real.rpow_ofNat] at h
    have e : b ^ (-(4 + 1) / 2 : ℝ) = (b ^ 2 * √b)⁻¹ := by
      rw [show (-(4 + 1) / 2 : ℝ) = -(2 + 1 / 2) by norm_num, Real.rpow_neg hb.le,
        Real.rpow_add hb, Real.rpow_ofNat, Real.sqrt_eq_rpow]
    rw [h, e, show ((4 + 1) / 2 : ℝ) = 5 / 2 by norm_num, g5]
    ring
```

Squaring the orbital doubles the exponent and turns the power $3/4$ into $3/2$:

$$\psi_a(r)^2=\left(\frac{2a}{\pi}\right)^{3/2}e^{-2ar^2}.$$

```lean
/-- The density of the primitive Gaussian is a Gaussian with twice the exponent. -/
theorem gaussian_sq {a : ℝ} (ha : 0 < a) (r : ℝ) :
    gaussian a r ^ 2 = 2 * a / π * √(2 * a / π) * Real.exp (-(2 * a) * r ^ 2) := by
  have hx : 0 < 2 * a / π := by positivity
  have h : ((2 * a / π) ^ (3 / 4 : ℝ)) ^ 2 = 2 * a / π * √(2 * a / π) := by
    rw [← Real.rpow_natCast, ← Real.rpow_mul hx.le,
      show (3 / 4 : ℝ) * ((2 : ℕ) : ℝ) = 1 + 1 / 2 by norm_num,
      Real.rpow_add hx, Real.rpow_one, Real.sqrt_eq_rpow]
  unfold gaussian
  rw [mul_pow, h, ← Real.exp_nat_mul]
  congr 2
  push_cast
  ring
```

In the outer potential one factor of $r$ cancels. The remaining integrand has an elementary antiderivative, $-e^{-2ar^2}/(4a)$, which vanishes at infinity. For $s\ge0$,

$$V(s)=4\pi\left(\frac{2a}{\pi}\right)^{3/2}\frac{e^{-2as^2}}{4a}
=2\sqrt{\frac{2a}{\pi}}\;e^{-2as^2}.$$

The step `tail` checks the derivative, the sign of the integrand and the limit at infinity. The step `e` cancels the factor of $r$ under the integral, where $r>s\ge0$ guarantees $r\ne0$.

```lean
/-- The outer potential of the Gaussian density is itself a Gaussian in the radius `s`. -/
theorem outerPotential_gaussian {a s : ℝ} (ha : 0 < a) (hs : 0 ≤ s) :
    outerPotential (gaussian a) s = 2 * √(2 * a / π) * Real.exp (-(2 * a) * s ^ 2) := by
  have hb : 0 < 2 * a := by positivity
  -- the tail integral has an elementary antiderivative
  have tail : (∫ r in Ioi s, r * Real.exp (-(2 * a) * r ^ 2))
      = 0 - -(1 / (2 * (2 * a))) * Real.exp (-(2 * a) * s ^ 2) := by
    apply integral_Ioi_of_hasDerivAt_of_nonneg'
      (g := fun r => -(1 / (2 * (2 * a))) * Real.exp (-(2 * a) * r ^ 2))
    · intro x _
      have h2 : HasDerivAt (fun y : ℝ => y ^ 2) (2 * x) x := by
        simpa using hasDerivAt_pow 2 x
      have hi : a * a⁻¹ = 1 := mul_inv_cancel₀ ha.ne'
      exact (((h2.const_mul (-(2 * a))).exp).const_mul (-(1 / (2 * (2 * a))))).congr_deriv
        (by linear_combination (x * Real.exp (-(2 * a) * x ^ 2)) * hi)
    · intro x hx
      have hx' : 0 ≤ x := hs.trans (le_of_lt hx)
      positivity
    · have h := (Real.tendsto_exp_atBot.comp
        ((tendsto_pow_atTop (α := ℝ) two_ne_zero).const_mul_atTop_of_neg
          (neg_lt_zero.mpr hb))).const_mul (-(1 / (2 * (2 * a))))
      rw [mul_zero] at h
      exact h
  have e : outerPotential (gaussian a) s = ∫ r in Ioi s,
      (4 * π * (2 * a / π * √(2 * a / π))) * (r * Real.exp (-(2 * a) * r ^ 2)) := by
    refine setIntegral_congr_fun measurableSet_Ioi fun r hr => ?_
    have hi : r * r⁻¹ = 1 := mul_inv_cancel₀ (hs.trans_lt hr).ne'
    simp only [gaussian_sq ha]
    linear_combination (4 * π * (2 * a / π * √(2 * a / π)) * r *
      Real.exp (-(2 * a) * r ^ 2)) * hi
  rw [e, integral_const_mul, tail]
  generalize √(2 * a / π) = w
  generalize Real.exp (-(2 * a) * s ^ 2) = v
  have hπ := Real.pi_pos
  field_simp
  ring
```

## Kinetic energy, attraction and repulsion

The second moment with $b=2a$ gives the norm:

$$4\pi\left(\frac{2a}{\pi}\right)^{3/2}\frac{\sqrt\pi}{4(2a)^{3/2}}=1 .$$

For the kinetic energy, $\psi_a'(r)=-2ar\,\psi_a(r)$, so the squared derivative supplies a factor $4a^2r^2$ and the fourth moment appears:

$$T=\frac12\cdot16\pi a^2\left(\frac{2a}{\pi}\right)^{3/2}\frac{3\sqrt\pi}{8(2a)^{5/2}}=\frac{3a}{2}.$$

The mean inverse radius is $V(0)=2\sqrt{2a/\pi}$. The theorem states these three results together. In each of the first two parts, `e` rewrites the integrand as a constant times the integrand of a moment, and `field_simp` handles the remaining algebra of square roots. The derivative is computed in `hd`.

```lean
/-- The primitive Gaussian is normalized, its kinetic energy is `3a/2`, and its mean inverse
radius is `2√(2a/π)`. -/
theorem one_electron_integrals {a : ℝ} (ha : 0 < a) :
    normSquared (gaussian a) = 1 ∧ kinetic (gaussian a) = 3 * a / 2 ∧
    meanInverseRadius (gaussian a) = 2 * √(2 * a / π) := by
  have hb : 0 < 2 * a := by positivity
  have hπ := Real.pi_pos
  have hu : 0 < √(2 * a) := Real.sqrt_pos.mpr hb
  have hp : 0 < √π := Real.sqrt_pos.mpr hπ
  refine ⟨?_, ?_, ?_⟩
  · have e : normSquared (gaussian a) = ∫ r in Ioi (0 : ℝ),
        (4 * π * (2 * a / π * √(2 * a / π))) * (r ^ 2 * Real.exp (-(2 * a) * r ^ 2)) := by
      refine setIntegral_congr_fun measurableSet_Ioi fun r _ => ?_
      simp only [gaussian_sq ha]
      ring
    rw [e, integral_const_mul, (gaussian_moments hb).1, Real.sqrt_div hb.le]
    generalize √(2 * a) = u at *
    generalize √π = p at *
    field_simp
  · have hd (r : ℝ) : deriv (gaussian a) r = -2 * a * r * gaussian a r := by
      have h2 : HasDerivAt (fun y : ℝ => y ^ 2) (2 * r) r := by
        simpa using hasDerivAt_pow 2 r
      have h : HasDerivAt (gaussian a) (-2 * a * r * gaussian a r) r :=
        (((h2.const_mul (-a)).exp).const_mul ((2 * a / π) ^ (3 / 4 : ℝ))).congr_deriv
          (by unfold gaussian; ring)
      exact h.deriv
    have e : (∫ r in Ioi (0 : ℝ), 4 * π * r ^ 2 * deriv (gaussian a) r ^ 2)
        = ∫ r in Ioi (0 : ℝ), (16 * π * a ^ 2 * (2 * a / π * √(2 * a / π))) *
          (r ^ 4 * Real.exp (-(2 * a) * r ^ 2)) := by
      refine setIntegral_congr_fun measurableSet_Ioi fun r _ => ?_
      simp only [hd, mul_pow, gaussian_sq ha]
      ring
    rw [kinetic, e, integral_const_mul, (gaussian_moments hb).2, Real.sqrt_div hb.le]
    generalize √(2 * a) = u at *
    generalize √π = p at *
    field_simp
    ring
  · rw [meanInverseRadius, outerPotential_gaussian ha le_rfl]
    simp
```

In the repulsion, the density and the outer potential multiply to a Gaussian of exponent $4a$. The second moment with $b=4a$ yields

$$J=2\cdot 8\pi\left(\frac{2a}{\pi}\right)^2\frac{\sqrt\pi}{4(4a)^{3/2}}
=2\sqrt{\frac a\pi}.$$

Here `e` merges the two exponentials, and `alg` is the final simplification, written with $u=\sqrt a$ and $p=\sqrt\pi$ so that only integer powers occur.

```lean
/-- Two electrons in the same primitive Gaussian repel each other with energy `2√(a/π)`. -/
theorem repulsion_gaussian {a : ℝ} (ha : 0 < a) :
    repulsion (gaussian a) = 2 * √(a / π) := by
  have hπ := Real.pi_pos
  have hx : 0 ≤ 2 * a / π := by positivity
  -- the product of density and outer potential is a Gaussian of exponent 4a
  have e : (∫ s in Ioi (0 : ℝ), 4 * π * s ^ 2 * gaussian a s ^ 2 *
      outerPotential (gaussian a) s) = ∫ s in Ioi (0 : ℝ),
        (8 * π * (2 * a / π) ^ 2) * (s ^ 2 * Real.exp (-(4 * a) * s ^ 2)) := by
    refine setIntegral_congr_fun measurableSet_Ioi fun s hs => ?_
    have hE : Real.exp (-(4 * a) * s ^ 2)
        = Real.exp (-(2 * a) * s ^ 2) * Real.exp (-(2 * a) * s ^ 2) := by
      rw [← Real.exp_add]
      congr 1
      ring
    simp only [gaussian_sq ha, outerPotential_gaussian ha (le_of_lt hs), hE]
    linear_combination (8 * π * s ^ 2 * (2 * a / π) * Real.exp (-(2 * a) * s ^ 2) ^ 2) *
      Real.sq_sqrt hx
  have h4 : √(4 * a) = 2 * √a := by
    rw [show 4 * a = 2 ^ 2 * a by ring, Real.sqrt_mul (by norm_num),
      Real.sqrt_sq (by norm_num)]
  have alg : ∀ u p : ℝ, 0 < u → 0 < p →
      2 * (8 * p ^ 2 * (2 * u ^ 2 / p ^ 2) ^ 2 * (p / (4 * (4 * u ^ 2 * (2 * u)))))
        = 2 * (u / p) := by
    intro u p hu hp
    field_simp
    ring
  have h := alg (√a) (√π) (Real.sqrt_pos.mpr ha) (Real.sqrt_pos.mpr hπ)
  simp only [Real.sq_sqrt ha.le, Real.sq_sqrt hπ.le] at h
  rw [repulsion, e, integral_const_mul, (gaussian_moments (by positivity)).1, h4,
    Real.sqrt_div ha.le]
  exact h
```

Inserting the three values and using $\sqrt{2a/\pi}=\sqrt2\sqrt{a/\pi}$,

$$E(a)=2\cdot\frac{3a}{2}-4\cdot2\sqrt2\sqrt{\frac a\pi}+2\sqrt{\frac a\pi}
=3a-c\sqrt{\frac a\pi}.$$

```lean
/-- The helium energy in a single primitive Gaussian is `3a - c√(a/π)`. -/
theorem heliumEnergy_gaussian {a : ℝ} (ha : 0 < a) :
    heliumEnergy (gaussian a) = 3 * a - coulombCoeff * √(a / π) := by
  obtain ⟨-, hT, hV⟩ := one_electron_integrals ha
  have h : √(2 * a / π) = √2 * √(a / π) := by
    rw [mul_div_assoc, Real.sqrt_mul (by norm_num)]
  rw [heliumEnergy, hT, hV, repulsion_gaussian ha, h, coulombCoeff]
  ring
```

## The minimum by completing the square

Set $x=\sqrt{a/\pi}$, so that $a=\pi x^2$. Then

$$E(a)=3\pi x^2-cx=-\frac{c^2}{12\pi}+3\pi\left(x-\frac{c}{6\pi}\right)^2 .$$

The square vanishes only at $x=c/(6\pi)$, that is, at $a=c^2/(36\pi)$. Every other positive exponent gives a strictly higher energy. No second derivative is needed, and the minimum is global within the family.

The theorem has three parts: the optimal exponent is positive, the energy there is $-c^2/(12\pi)$, and the inequality is strict for every other $a>0$. In the proof, `hmin` evaluates the energy at the optimum, which uses $c>0$ to take the square root. The identity above is `key`, and `hs` shows that the square is nonzero when $a$ differs from the optimum.

The comparison runs over single Gaussians only. A more flexible orbital, or a wavefunction with correlation, is a different variational problem.

```lean
/-- Among all s-type primitive Gaussians, the exponent `c²/(36π)` alone minimizes the helium energy,
and the minimum is `-c²/(12π)`. -/
theorem helium_unique_minimum :
    0 < optimalExponent ∧
    heliumEnergy (gaussian optimalExponent) = -(coulombCoeff ^ 2 / (12 * π)) ∧
    ∀ a : ℝ, 0 < a → a ≠ optimalExponent →
      heliumEnergy (gaussian optimalExponent) < heliumEnergy (gaussian a) := by
  have hπ := Real.pi_pos
  have hc : 0 < coulombCoeff := by
    have : (1 : ℝ) < √2 := (Real.lt_sqrt (by norm_num)).mpr (by norm_num)
    unfold coulombCoeff
    linarith
  have h0 : 0 < optimalExponent := by unfold optimalExponent; positivity
  have hmin : heliumEnergy (gaussian optimalExponent) = -(coulombCoeff ^ 2 / (12 * π)) := by
    have hs : √(optimalExponent / π) = coulombCoeff / (6 * π) := by
      rw [show optimalExponent / π = (coulombCoeff / (6 * π)) ^ 2 by
        unfold optimalExponent; ring]
      exact Real.sqrt_sq (by positivity)
    rw [heliumEnergy_gaussian h0, hs, optimalExponent]
    ring
  refine ⟨h0, hmin, fun a ha hne => ?_⟩
  have hsq : a = π * √(a / π) ^ 2 := by
    rw [Real.sq_sqrt (by positivity)]
    exact (mul_div_cancel₀ a hπ.ne').symm.trans (by ring)
  have hs : √(a / π) - coulombCoeff / (6 * π) ≠ 0 := by
    intro h
    apply hne
    rw [hsq, sub_eq_zero.mp h, optimalExponent]
    field_simp
    ring
  -- complete the square in √(a/π)
  have key : 3 * a - coulombCoeff * √(a / π) = -(coulombCoeff ^ 2 / (12 * π))
      + 3 * π * (√(a / π) - coulombCoeff / (6 * π)) ^ 2 := by
    have hi : π * π⁻¹ = 1 := mul_inv_cancel₀ hπ.ne'
    linear_combination 3 * hsq + (coulombCoeff * √(a / π)
      - coulombCoeff ^ 2 * π⁻¹ / 12) * hi
  have hpos : 0 < 3 * π * (√(a / π) - coulombCoeff / (6 * π)) ^ 2 := by positivity
  rw [hmin, heliumEnergy_gaussian ha, key]
  linarith
```

## Numerical bounds

Expanding the square gives $c^2=132-32\sqrt2$. The bounds $1.41421<\sqrt2<1.41422$ and $3.1415<\pi<3.1416$ then suffice for

$$2.300<\frac{c^2}{12\pi}<2.302 .$$

Changing the sign gives the energy interval. The optimal exponent is one third of the same quantity, so it lies between $2.300/3>0.766$ and $2.302/3<0.768$. In Lean, `e1` and `e2` clear the denominator and leave linear inequalities in $\sqrt2$ and $\pi$; membership in `Ioo` means lying strictly between the two endpoints.

```lean
/-- The optimal exponent lies between 0.766 and 0.768, and the minimal energy between
-2.302 and -2.300 hartree. -/
theorem helium_numerical_bounds :
    optimalExponent ∈ Ioo (0.766 : ℝ) 0.768 ∧
    heliumEnergy (gaussian optimalExponent) ∈ Ioo (-2.302 : ℝ) (-2.300) := by
  have hπ := Real.pi_pos
  have p1 := Real.pi_gt_d4
  have p2 := Real.pi_lt_d4
  have s1 : (1.41421 : ℝ) < √2 := (Real.lt_sqrt (by norm_num)).mpr (by norm_num)
  have s2 : √2 < (1.41422 : ℝ) := (Real.sqrt_lt' (by norm_num)).mpr (by norm_num)
  have hc : coulombCoeff ^ 2 = 132 - 32 * √2 := by
    have h : √2 ^ 2 = (2 : ℝ) := Real.sq_sqrt (by norm_num)
    unfold coulombCoeff
    linear_combination 64 * h
  have e1 : (2.300 : ℝ) < coulombCoeff ^ 2 / (12 * π) := by
    rw [lt_div_iff₀ (by positivity), hc]
    linarith
  have e2 : coulombCoeff ^ 2 / (12 * π) < (2.302 : ℝ) := by
    rw [div_lt_iff₀ (by positivity), hc]
    linarith
  have ho : optimalExponent = coulombCoeff ^ 2 / (12 * π) / 3 := by
    unfold optimalExponent
    ring
  rw [helium_unique_minimum.2.1, ho]
  exact ⟨⟨by linarith, by linarith⟩, ⟨by linarith, by linarith⟩⟩

end

end GaussianHelium
```

```lean
#print axioms GaussianHelium.heliumEnergy_gaussian
#print axioms GaussianHelium.helium_numerical_bounds
```

```
'GaussianHelium.heliumEnergy_gaussian' depends on axioms: [propext, Classical.choice, Quot.sound]
'GaussianHelium.helium_numerical_bounds' depends on axioms: [propext, Classical.choice, Quot.sound]
```
